# Charge and dipole of the first and second responses of a moving, position-dependent compensation charge on a line

## Why does a term $-2Q'g'$ give a dipole of $+2Q'$?

The force constants in my PAW phonon code contain an integral of the electrostatic potential times the second derivative of the compensation density with respect to an atomic position. Before I use that second-order density, I integrate it on the grid against $1$ and $r$ to see whether its charge and dipole are right.

My test model is one-dimensional. The atom sits at $x$ and carries $n(r,x)=Q(x)\,g(r-x)$, where $g$ is a localised shape with unit integral, centred on the atom, and $Q(x)$ is a charge that changes as the atom moves. For constant $Q$ both numbers vanish, as I expected. For varying $Q$ I find a charge $Q''$ and a dipole $Q''x+2Q'$. But the cross term in the density is $-2Q'g'$, with a minus sign, and it seems to come from a shape that has no dipole of its own. Is my dipole right, and what should I expect for other weights?

## Each derivative on the shape moves to the weight and changes sign

Your dipole is right. The shape $g$ has no dipole about the atom, but its derivative $g'$ has dipole $-1$, so $-2Q'g'$ contributes $+2Q'$. The rest is the product rule and integration by parts.

**The two responses.** Hold $r$ fixed and differentiate in $x$. Since $\partial_x\, g(r-x)=-g'(r-x)$, the first response is

$$n_1=\partial_x n=Q'g-Qg'.$$

Here $Q$ and its derivatives are taken at $x$, and $g$ and its derivatives at $r-x$. Differentiating again gives

$$n_2=\partial_x n_1=(Q''g-Q'g')-(Q'g'-Qg'')=Q''g-2Q'g'+Qg''.$$

**Any smooth weight.** Let $p(r)$ be a smooth weight that does not depend on $x$, and take $g$ to be twice continuously differentiable and zero outside a bounded interval. The product $p(r)g(r-x)$ then also vanishes outside a bounded interval, so its total derivative integrates to zero:

$$0=\int \frac{d}{dr}\big[p\,g\big]\,dr=\int p'g\,dr+\int p\,g'\,dr .$$

Hence $\int p\,g'=-\int p'g$. Using this twice gives $\int p\,g''=-\int p'g'=\int p''g$. Inserting these in the responses yields

$$\int p\,n_1=Q'\!\int p\,g+Q\!\int p'g,$$

$$\int p\,n_2=Q''\!\int p\,g+2Q'\!\int p'g+Q\!\int p''g .$$

**Charge and dipole.** With $u=r-x$, the unit integral gives $\int g(r-x)\,dr=1$, and the zero first moment gives

$$\int r\,g(r-x)\,dr=\int (u+x)\,g(u)\,du=x.$$

For $p=1$ both derivatives of the weight vanish, so the charges are $Q'$ and $Q''$. For $p=r$ we have $p'=1$ and $p''=0$, so the first moments are $Q'x+Q$ and $Q''x+2Q'$. The parts proportional to $x$ are there because a charged distribution has an origin-dependent dipole. Measured from the atom's position, the dipoles are $Q$ and $2Q'$.

**Rigid charge.** If $Q=q$ is constant, only $\int p\,n_2=q\int p''g$ remains. The weights $1$, $r$ and $r^2$ give $0$, $0$ and $2q$.

**Numbers to test against.** Take $Q(x)=3+x^2$ and put the atom at $x=2$, so that $Q=7$, $Q'=4$ and $Q''=2$. A suitable shape is $g(u)=\tfrac{35}{32}(1-u^2)^3$ for $|u|\le 1$ and zero elsewhere. It is even, has unit integral, and is twice continuously differentiable even at $u=\pm1$. The charges of $n_1$ and $n_2$ are $4$ and $2$, and the first moments are $4\cdot2+7=15$ and $2\cdot2+2\cdot4=12$. Term by term, the second dipole uses $\int r\,g=2$, $\int r\,g'=-1$ and $\int r\,g''=0$:

$$2\cdot 2-2\cdot4\cdot(-1)+7\cdot 0=12 .$$

A code with the wrong sign on the cross term would return $-4$.

## The same model in Lean

```lean
import Mathlib

open MeasureTheory

namespace PAWCompensationResponse

noncomputable section

/-- The compensation density at `r` of an atom at `x`: a charge `Q x` times a shape `g`
carried along with the atom. -/
def density (Q g : ℝ → ℝ) (r x : ℝ) : ℝ := Q x * g (r - x)

/-- The first-order response: the derivative of the density with respect to the atomic
position `x` at a fixed point `r`. -/
def firstResponse (Q g : ℝ → ℝ) (r x : ℝ) : ℝ := deriv (fun y => density Q g r y) x

/-- The second-order response: the derivative of the first-order response with respect to the
atomic position `x` at a fixed point `r`. -/
def secondResponse (Q g : ℝ → ℝ) (r x : ℝ) : ℝ := deriv (fun y => firstResponse Q g r y) x

variable {Q g p p' p'' : ℝ → ℝ}

/-- For differentiable `Q` and `g`, the density has the `x`-derivative `Q' g - Q g'`. -/
theorem density_hasDerivAt (hQ : Differentiable ℝ Q) (hg : Differentiable ℝ g) (r x : ℝ) :
    HasDerivAt (fun y => density Q g r y)
      (deriv Q x * g (r - x) - Q x * deriv g (r - x)) x := by
  have h := (hQ x).hasDerivAt.fun_mul ((hg (r - x)).hasDerivAt.comp_const_sub r x)
  unfold density
  exact h.congr_deriv (by ring)

/-- For twice differentiable `Q` and `g`, the first-order response has the `x`-derivative
`Q'' g - 2 Q' g' + Q g''`. -/
theorem firstResponse_hasDerivAt (hQ : Differentiable ℝ Q) (hQ' : Differentiable ℝ (deriv Q))
    (hg : Differentiable ℝ g) (hg' : Differentiable ℝ (deriv g)) (r x : ℝ) :
    HasDerivAt (fun y => firstResponse Q g r y)
      (deriv (deriv Q) x * g (r - x) - 2 * deriv Q x * deriv g (r - x)
        + Q x * deriv (deriv g) (r - x)) x := by
  have e : (fun y => firstResponse Q g r y) =
      fun y => deriv Q y * g (r - y) - Q y * deriv g (r - y) :=
    funext fun y => (density_hasDerivAt hQ hg r y).deriv
  have h1 := (hQ' x).hasDerivAt.fun_mul ((hg (r - x)).hasDerivAt.comp_const_sub r x)
  have h2 := (hQ x).hasDerivAt.fun_mul ((hg' (r - x)).hasDerivAt.comp_const_sub r x)
  rw [e]
  exact (h1.fun_sub h2).congr_deriv (by ring)

/-- A continuous weight times a continuous, compactly supported shape shifted by `x` is integrable.
-/
theorem integrable_weight (hp : Continuous p) (hg : Continuous g) (hc : HasCompactSupport g)
    (x : ℝ) : Integrable (fun r => p r * g (r - x)) := by
  have hs : HasCompactSupport (fun r => g (r - x)) :=
    hc.comp_homeomorph (Homeomorph.subRight x)
  have hcont : Continuous (fun r => p r * g (r - x)) := by fun_prop
  exact hcont.integrable_of_hasCompactSupport hs.mul_left

/-- Integration by parts: for a C¹ weight and a C¹ shape of compact support, a derivative on
the shape moves to the weight with a minus sign. -/
theorem integral_weight_deriv (hp : ∀ r, HasDerivAt p (p' r) r) (hp' : Continuous p')
    (hg : ContDiff ℝ 1 g) (hc : HasCompactSupport g) (x : ℝ) :
    ∫ r, p r * deriv g (r - x) = -∫ r, p' r * g (r - x) := by
  have hpc : Continuous p := continuous_iff_continuousAt.2 fun r => (hp r).continuousAt
  obtain ⟨hd, hdc⟩ := contDiff_one_iff_deriv.1 hg
  have i1 := integrable_weight hp' hg.continuous hc x
  have i2 := integrable_weight hpc hdc hc.deriv x
  -- the integral of the total derivative of `p g` vanishes
  have h0 : ∫ r, (p' r * g (r - x) + p r * deriv g (r - x)) = 0 :=
    integral_eq_zero_of_hasDerivAt_of_integrable
      (fun r => (hp r).fun_mul ((hd (r - x)).hasDerivAt.comp_sub_const r x))
      (i1.add i2) (integrable_weight hpc hg.continuous hc x)
  rw [integral_add i1 i2] at h0
  linarith

/-- Any C¹ weight `p` measures the first-order response as `Q' ∫ p g + Q ∫ p' g`, for
differentiable `Q` and a C¹ shape of compact support. -/
theorem firstResponse_weight (hQ : Differentiable ℝ Q) (hg : ContDiff ℝ 1 g)
    (hc : HasCompactSupport g) (hp : ∀ r, HasDerivAt p (p' r) r) (hp' : Continuous p') (x : ℝ) :
    ∫ r, p r * firstResponse Q g r x =
      deriv Q x * (∫ r, p r * g (r - x)) + Q x * ∫ r, p' r * g (r - x) := by
  have hpc : Continuous p := continuous_iff_continuousAt.2 fun r => (hp r).continuousAt
  obtain ⟨hd, hdc⟩ := contDiff_one_iff_deriv.1 hg
  have e : ∀ r, p r * firstResponse Q g r x =
      deriv Q x * (p r * g (r - x)) - Q x * (p r * deriv g (r - x)) := fun r => by
    rw [firstResponse, (density_hasDerivAt hQ hd r x).deriv]; ring
  have i0 := (integrable_weight hpc hg.continuous hc x).const_mul (deriv Q x)
  have i1 := (integrable_weight hpc hdc hc.deriv x).const_mul (Q x)
  simp_rw [e]
  rw [integral_sub i0 i1, integral_const_mul, integral_const_mul,
    integral_weight_deriv hp hp' hg hc x]
  ring

/-- Any C² weight `p` measures the second-order response as
`Q'' ∫ p g + 2 Q' ∫ p' g + Q ∫ p'' g`, for twice differentiable `Q` and a C² shape of compact
support. -/
theorem secondResponse_weight (hQ : Differentiable ℝ Q) (hQ' : Differentiable ℝ (deriv Q))
    (hg : ContDiff ℝ 2 g) (hc : HasCompactSupport g) (hp : ∀ r, HasDerivAt p (p' r) r)
    (hp' : ∀ r, HasDerivAt p' (p'' r) r) (hp'' : Continuous p'') (x : ℝ) :
    ∫ r, p r * secondResponse Q g r x =
      deriv (deriv Q) x * (∫ r, p r * g (r - x)) + 2 * deriv Q x * (∫ r, p' r * g (r - x))
        + Q x * ∫ r, p'' r * g (r - x) := by
  have hpc : Continuous p := continuous_iff_continuousAt.2 fun r => (hp r).continuousAt
  have hpc' : Continuous p' := continuous_iff_continuousAt.2 fun r => (hp' r).continuousAt
  have hg1 : ContDiff ℝ 1 g := hg.of_le one_le_two
  have hg2 : ContDiff ℝ (1 + 1) g := by rw [one_add_one_eq_two]; exact hg
  have hdg : ContDiff ℝ 1 (deriv g) := (contDiff_succ_iff_deriv.1 hg2).2.2
  obtain ⟨hd, hdc⟩ := contDiff_one_iff_deriv.1 hg1
  obtain ⟨hd', hdc'⟩ := contDiff_one_iff_deriv.1 hdg
  have e : ∀ r, p r * secondResponse Q g r x =
      deriv (deriv Q) x * (p r * g (r - x)) - 2 * deriv Q x * (p r * deriv g (r - x))
        + Q x * (p r * deriv (deriv g) (r - x)) := fun r => by
    rw [secondResponse, (firstResponse_hasDerivAt hQ hQ' hd hd' r x).deriv]; ring
  have i0 := (integrable_weight hpc hg.continuous hc x).const_mul (deriv (deriv Q) x)
  have i1 := (integrable_weight hpc hdc hc.deriv x).const_mul (2 * deriv Q x)
  have i2 := (integrable_weight hpc hdc' hc.deriv.deriv x).const_mul (Q x)
  have i01 : Integrable (fun r => deriv (deriv Q) x * (p r * g (r - x))
      - 2 * deriv Q x * (p r * deriv g (r - x))) := i0.sub i1
  simp_rw [e]
  rw [integral_add i01 i2, integral_sub i0 i1, integral_const_mul, integral_const_mul,
    integral_const_mul]
  -- one integration by parts for `g'`, two for `g''`
  rw [integral_weight_deriv hp hpc' hdg hc.deriv x, integral_weight_deriv hp hpc' hg1 hc x,
    integral_weight_deriv hp' hp'' hg1 hc x]
  ring

/-- For twice differentiable `Q` and a C² shape of compact support, unit integral and zero first
moment, the first and second responses carry the charges `Q'` and `Q''` and the first moments
`Q' x + Q` and `Q'' x + 2 Q'`. -/
theorem response_moments (hQ : Differentiable ℝ Q) (hQ' : Differentiable ℝ (deriv Q))
    (hg : ContDiff ℝ 2 g) (hc : HasCompactSupport g) (h1 : ∫ u, g u = 1)
    (h0 : ∫ u, u * g u = 0) (x : ℝ) :
    (∫ r, firstResponse Q g r x = deriv Q x) ∧
    (∫ r, r * firstResponse Q g r x = deriv Q x * x + Q x) ∧
    (∫ r, secondResponse Q g r x = deriv (deriv Q) x) ∧
    (∫ r, r * secondResponse Q g r x = deriv (deriv Q) x * x + 2 * deriv Q x) := by
  have hg1 : ContDiff ℝ 1 g := hg.of_le one_le_two
  have c : ∫ r, g (r - x) = 1 := (integral_sub_right_eq_self g x).trans h1
  -- the displaced shape has its centre of charge at the atom
  have m : ∫ r, r * g (r - x) = x := by
    have s := integral_sub_right_eq_self (μ := volume) (fun u => (u + x) * g u) x
    have iu : Integrable (fun u => u * g u) := by
      simpa only [sub_zero] using integrable_weight continuous_id' hg.continuous hc 0
    have ig : Integrable (fun u => x * g u) :=
      (hg.continuous.integrable_of_hasCompactSupport hc).const_mul x
    simp only [sub_add_cancel, add_mul] at s
    rw [s, integral_add iu ig, integral_const_mul, h0, h1]
    ring
  have a0 := firstResponse_weight hQ hg1 hc (fun r => hasDerivAt_const r (1 : ℝ))
    continuous_const x
  have a1 := firstResponse_weight hQ hg1 hc (fun r => hasDerivAt_id' r) continuous_const x
  have b0 := secondResponse_weight hQ hQ' hg hc (fun r => hasDerivAt_const r (1 : ℝ))
    (fun r => hasDerivAt_const r (0 : ℝ)) continuous_const x
  have b1 := secondResponse_weight hQ hQ' hg hc (fun r => hasDerivAt_id' r)
    (fun r => hasDerivAt_const r (1 : ℝ)) continuous_const x
  simp only [one_mul, zero_mul, integral_zero, c, m, mul_zero, mul_one, add_zero] at a0 a1 b0 b1
  exact ⟨a0, a1, b0, b1⟩

/-- For a constant charge `q` and a C² shape of compact support and unit integral, the
second-order response has zero charge, zero first moment and second moment `2 q`. -/
theorem rigid_secondResponse_moments (q : ℝ) (hg : ContDiff ℝ 2 g) (hc : HasCompactSupport g)
    (h1 : ∫ u, g u = 1) (x : ℝ) :
    (∫ r, secondResponse (fun _ => q) g r x = 0) ∧
    (∫ r, r * secondResponse (fun _ => q) g r x = 0) ∧
    (∫ r, r ^ 2 * secondResponse (fun _ => q) g r x = 2 * q) := by
  have c : ∫ r, g (r - x) = 1 := (integral_sub_right_eq_self g x).trans h1
  have hQ : Differentiable ℝ (fun _ : ℝ => q) := differentiable_const q
  have hQ' : Differentiable ℝ (deriv fun _ : ℝ => q) := by
    rw [deriv_const']; exact differentiable_const _
  have b0 := secondResponse_weight hQ hQ' hg hc (fun r => hasDerivAt_const r (1 : ℝ))
    (fun r => hasDerivAt_const r (0 : ℝ)) continuous_const x
  have b1 := secondResponse_weight hQ hQ' hg hc (fun r => hasDerivAt_id' r)
    (fun r => hasDerivAt_const r (1 : ℝ)) continuous_const x
  have d1 : ∀ r : ℝ, HasDerivAt (fun s : ℝ => s ^ 2) (2 * r) r := fun r => by
    simpa using hasDerivAt_pow 2 r
  have d2 : ∀ r : ℝ, HasDerivAt (fun s : ℝ => 2 * s) 2 r := fun r => by
    simpa using (hasDerivAt_id' r).const_mul (2 : ℝ)
  have b2 := secondResponse_weight hQ hQ' hg hc d1 d2 continuous_const x
  simp only [deriv_const', one_mul, zero_mul, integral_zero, mul_zero, add_zero, zero_add]
    at b0 b1 b2
  rw [integral_const_mul, c] at b2
  exact ⟨b0, b1, by rw [b2]; ring⟩

end

end PAWCompensationResponse
```

```lean
#print axioms PAWCompensationResponse.response_moments
-- 'PAWCompensationResponse.response_moments' depends on axioms: [propext, Classical.choice, Quot.sound]
#print axioms PAWCompensationResponse.rigid_secondResponse_moments
-- 'PAWCompensationResponse.rigid_secondResponse_moments' depends on axioms: [propext, Classical.choice, Quot.sound]
```

## What the theorems say about the density

`density Q g r x` is $n(r,x)$, with the field point $r$ before the atomic position $x$. `firstResponse` and `secondResponse` are defined as derivatives in $x$ at fixed $r$, so the formulas for $n_1$ and $n_2$ are theorems and not definitions. Lean's `deriv` returns zero where no derivative exists; the two `HasDerivAt` theorems show that here the derivatives do exist.

In the weighted theorems, `p'` and `p''` are separate functions, tied to `p` by the hypotheses `hp` and `hp'`. The weight need not be a polynomial: it can be a fixed, smooth potential, which gives the one-dimensional analogue of the integral in your force constants. `firstResponse_weight` asks for a differentiable $Q$, a $C^1$ shape and a $C^1$ weight. `secondResponse_weight` asks for a twice differentiable $Q$, a $C^2$ shape and a $C^2$ weight. Both need a shape of compact support, and neither fixes its normalisation.

`response_moments` states the two charges and two dipoles together, for every position `x`. Its hypotheses on the shape have direct meanings:

- `hc` says that the compensation charge is confined to a bounded region around the atom, as in an augmentation region. A Gaussian shape does not satisfy it.
- `h1` says that $g$ has unit integral, so that $Q$ is the actual charge.
- `h0` says that the centre of charge coincides with the atom.

`rigid_secondResponse_moments` does without `h0`, because a constant charge leaves only $p''$ under the integral, and $p''$ is constant for all three weights.

For PAW perturbation theory this gives a check on the compensation part of the second-order density, in a model with one dimension, one displacement coordinate and one monopole-type shape. The function $Q$ is given. In a real calculation its derivatives come from the response of the on-site occupations, which this model does not describe. Angular-momentum-dependent shapes in three dimensions and mixed derivatives for two atoms would need their own statements.

## From the product rule to the moments

`density_hasDerivAt` is the product rule (`fun_mul`) combined with the chain rule for $r-x$ (`comp_const_sub`), which supplies the minus sign. `firstResponse_hasDerivAt` first replaces the first response by its formula at every position `y`, since a derivative at $x$ needs the function near $x$ and not only its value there. It then applies the product rule to each of the two terms, and `ring` collects the two cross terms into $-2Q'g'$.

`integrable_weight` shows that a continuous weight times a continuous, compactly supported shape is integrable. `integral_weight_deriv` is the integration by parts: `h0` inside that proof says that the total derivative integrates to zero, `integral_add` splits the integral, and `linarith` solves for the term with $g'$.

The two weighted theorems follow the calculation above. The equation `e` expands the response under the integral, and linearity separates the terms. The second theorem then uses `integral_weight_deriv` three times: once for the $g'$ term and twice for the $g''$ term, where the first of the two uses takes `deriv g` as the shape.

In `response_moments`, `c` and `m` are the integrals of $g(r-x)$ and $r\,g(r-x)$, obtained by translating the integration variable. The facts `a0` and `a1` are the first-response formula at weights $1$ and $r$, and `b0` and `b1` are the same for the second response; `simp` inserts the known integrals. The rigid case repeats `b0` and `b1` with constant charge and adds `b2`, with weight $r^2$ and derivatives $2r$ and $2$, from which the second moment $2q$ follows.
